# The minimum gap of an inverted two-band model, and why it shrinks as the inversion is reduced

## Does a smaller inversion mean a smaller gap?

Take two band-edge orbitals, a real wave number \(k\), and

\[
H(k) = (M - Bk^2)\,\sigma_z + A k\,\sigma_x , \qquad A, B > 0 .
\]

Here \(2M\) is the signed separation of the band edges at \(k=0\), \(B\) sets the opposite curvatures of the two orbitals' bands, and \(A\) is their hybridisation. With this sign convention, \(M>0\) is the inverted order and \(M<0\) the normal one. The direct gap at \(k\) is the upper band energy minus the lower.

I believe that the direct gap is smallest at \(k=0\) exactly when \(A^2 \ge 2BM\), and otherwise at \(k^2 = (2BM-A^2)/(2B^2)\), where it equals \(A\sqrt{4BM-A^2}/B\). For \(M \ge 0\) the minimum gap should increase strictly with \(M\), so that reducing the inversion shrinks it. Can this be made rigorous and machine-checked?

## Everything follows from a quadratic in \(k^2\)

Yes. Since \(H(k)\) is traceless, \(\det(H(k)-e) = e^2 - E(k)^2\), so the bands are \(\pm E(k)\) with

\[
E(k)^2 = (M-Bk^2)^2 + A^2k^2 = M^2 + (A^2-2BM)k^2 + B^2k^4 .
\]

The direct gap is \(2E(k)\), and minimising it is the same as minimising \(E(k)^2\).

If \(A^2 \ge 2BM\), both \(k\)-dependent terms are non-negative. The minimum is at \(k=0\), and the gap there is \(2|M|\).

If \(A^2 < 2BM\), set \(k_0^2 = (2BM-A^2)/(2B^2) > 0\). Completing the square gives

\[
E(q)^2 = E(k_0)^2 + B^2(q^2-k_0^2)^2 ,
\]

so the minimisers are exactly \(\pm k_0\), and \(k=0\) is not one of them. There

\[
E(k_0)^2 = M^2 - \frac{(2BM-A^2)^2}{4B^2} = \frac{A^2(4BM-A^2)}{4B^2},
\]

which gives the gap \(A\sqrt{4BM-A^2}/B\).

Now let \(0 \le M_1 < M_2\). Within either regime the closed form increases strictly. If \(2BM_1 \le A^2 < 2BM_2\), then \(\sqrt{4BM_2-A^2} > A\), so the gap at \(M_2\) exceeds \(A^2/B \ge 2M_1\), which is the gap at \(M_1\). For \(M \le 0\) the first regime always applies and the gap is \(-2M\), which decreases with \(M\).

Here is the complete Lean file.

```lean
import Mathlib

open Matrix

namespace InvertedBandGap

noncomputable section

/-- The Pauli matrix `σz`, acting on the two band-edge orbitals. -/
def sigmaZ : Matrix (Fin 2) (Fin 2) ℝ := !![1, 0; 0, -1]

/-- The Pauli matrix `σx`, which mixes the two band-edge orbitals. -/
def sigmaX : Matrix (Fin 2) (Fin 2) ℝ := !![0, 1; 1, 0]

/-- The two-band Hamiltonian `H(k) = (M - B k²) σz + A k σx`. -/
def hamiltonian (M B A k : ℝ) : Matrix (Fin 2) (Fin 2) ℝ :=
  (M - B * k ^ 2) • sigmaZ + (A * k) • sigmaX

/-- The energy of the upper band at wave number `k`. -/
def bandEnergy (M B A k : ℝ) : ℝ := √((M - B * k ^ 2) ^ 2 + (A * k) ^ 2)

/-- The direct gap at `k`: upper band energy minus lower band energy. -/
def directGap (M B A k : ℝ) : ℝ := bandEnergy M B A k - (-bandEnergy M B A k)

/-- The minimum gap: the infimum of the direct gap over all wave numbers. -/
def minGap (M B A : ℝ) : ℝ := ⨅ k : ℝ, directGap M B A k

/-- The eigenvalues of `H(k)` are exactly plus and minus the band energy. -/
theorem eigenvalue_iff (M B A k e : ℝ) :
    (∃ v : Fin 2 → ℝ, v ≠ 0 ∧ hamiltonian M B A k *ᵥ v = e • v) ↔
      e = bandEnergy M B A k ∨ e = -bandEnergy M B A k := by
  have hdet : (∃ v : Fin 2 → ℝ, v ≠ 0 ∧
      (hamiltonian M B A k - e • (1 : Matrix (Fin 2) (Fin 2) ℝ)) *ᵥ v = 0) ↔
      (hamiltonian M B A k - e • (1 : Matrix (Fin 2) (Fin 2) ℝ)).det = 0 :=
    Matrix.exists_mulVec_eq_zero_iff
  have hs : ∀ v : Fin 2 → ℝ,
      (hamiltonian M B A k - e • (1 : Matrix (Fin 2) (Fin 2) ℝ)) *ᵥ v = 0 ↔
      hamiltonian M B A k *ᵥ v = e • v := by
    intro v
    rw [Matrix.sub_mulVec, Matrix.smul_mulVec, Matrix.one_mulVec, sub_eq_zero]
  -- the characteristic polynomial of the traceless matrix
  have hd : (hamiltonian M B A k - e • (1 : Matrix (Fin 2) (Fin 2) ℝ)).det =
      e ^ 2 - ((M - B * k ^ 2) ^ 2 + (A * k) ^ 2) := by
    rw [Matrix.det_fin_two]
    simp [hamiltonian, sigmaZ, sigmaX]
    ring
  have hE : bandEnergy M B A k ^ 2 = (M - B * k ^ 2) ^ 2 + (A * k) ^ 2 :=
    Real.sq_sqrt (by positivity)
  simp_rw [hs] at hdet
  rw [hdet, hd, ← hE, sub_eq_zero]
  exact sq_eq_sq_iff_eq_or_eq_neg

/-- Comparing direct gaps at two wave numbers is comparing squared band energies. -/
theorem directGap_le_iff (M B A k q : ℝ) :
    directGap M B A k ≤ directGap M B A q ↔
      (M - B * k ^ 2) ^ 2 + (A * k) ^ 2 ≤ (M - B * q ^ 2) ^ 2 + (A * q) ^ 2 := by
  unfold directGap bandEnergy
  constructor
  · intro h
    exact (Real.sqrt_le_sqrt_iff (by positivity)).1 (by linarith)
  · intro h
    have := Real.sqrt_le_sqrt h
    linarith

/-- If `A² < 2BM`, the squared band energy is a constant plus a perfect square that
vanishes at some nonzero wave number `k₀`. -/
theorem complete_square {M B A : ℝ} (h : A ^ 2 < 2 * B * M) :
    ∃ k₀ : ℝ, 0 < k₀ ∧ 2 * B ^ 2 * k₀ ^ 2 = 2 * B * M - A ^ 2 ∧
      ∀ q : ℝ, (M - B * q ^ 2) ^ 2 + (A * q) ^ 2 =
        (M - B * k₀ ^ 2) ^ 2 + (A * k₀) ^ 2 + (B * (q ^ 2 - k₀ ^ 2)) ^ 2 := by
  have hB : B ≠ 0 := by
    rintro rfl
    nlinarith [sq_nonneg A]
  have hx : 0 < (2 * B * M - A ^ 2) / (2 * B ^ 2) :=
    div_pos (by linarith) (by positivity)
  have hk : 2 * B ^ 2 * √((2 * B * M - A ^ 2) / (2 * B ^ 2)) ^ 2 = 2 * B * M - A ^ 2 := by
    rw [Real.sq_sqrt hx.le]
    field_simp
  refine ⟨_, Real.sqrt_pos.2 hx, hk, fun q => ?_⟩
  linear_combination (q ^ 2 - √((2 * B * M - A ^ 2) / (2 * B ^ 2)) ^ 2) * hk

/-- The direct gap is smallest at `k = 0` if and only if `A² ≥ 2BM`. -/
theorem min_at_zero_iff (M B A : ℝ) :
    (∀ q, directGap M B A 0 ≤ directGap M B A q) ↔ 2 * B * M ≤ A ^ 2 := by
  constructor
  · intro h
    by_contra hc
    have hc' : A ^ 2 < 2 * B * M := not_le.1 hc
    have hB : B ≠ 0 := by
      rintro rfl
      nlinarith [sq_nonneg A]
    obtain ⟨k₀, hpos, -, hsq⟩ := complete_square hc'
    -- the gap at `k₀` would be strictly below the gap at zero
    have h1 := (directGap_le_iff M B A 0 k₀).1 (h k₀)
    have h2 := hsq 0
    have h3 : 0 < (B * k₀ ^ 2) ^ 2 := by positivity
    nlinarith
  · intro h q
    rw [directGap_le_iff]
    nlinarith [mul_nonneg (sub_nonneg.2 h) (sq_nonneg q), sq_nonneg (B * q ^ 2)]

/-- If `A² < 2BM`, the direct gap is smallest at `k` if and only if
`k² = (2BM - A²) / (2B²)`. -/
theorem min_away_from_zero_iff {M B A : ℝ} (h : A ^ 2 < 2 * B * M) (k : ℝ) :
    (∀ q, directGap M B A k ≤ directGap M B A q) ↔
      k ^ 2 = (2 * B * M - A ^ 2) / (2 * B ^ 2) := by
  have hB : B ≠ 0 := by
    rintro rfl
    nlinarith [sq_nonneg A]
  rw [eq_div_iff (by positivity)]
  constructor
  · intro hmin
    obtain ⟨k₀, -, hk₀, hsq⟩ := complete_square h
    have h1 := (directGap_le_iff M B A k k₀).1 (hmin k₀)
    have h2 : (B * (k ^ 2 - k₀ ^ 2)) ^ 2 = 0 :=
      le_antisymm (by linarith [hsq k]) (sq_nonneg _)
    have h3 : B * (k ^ 2 - k₀ ^ 2) = 0 := (pow_eq_zero_iff two_ne_zero).1 h2
    have h4 : k ^ 2 - k₀ ^ 2 = 0 := (mul_eq_zero.1 h3).resolve_left hB
    linear_combination hk₀ + 2 * B ^ 2 * h4
  · intro hk q
    rw [directGap_le_iff]
    have e : (M - B * q ^ 2) ^ 2 + (A * q) ^ 2 =
        (M - B * k ^ 2) ^ 2 + (A * k) ^ 2 + (B * (q ^ 2 - k ^ 2)) ^ 2 := by
      linear_combination (q ^ 2 - k ^ 2) * hk
    linarith [sq_nonneg (B * (q ^ 2 - k ^ 2))]

/-- The minimum gap equals the direct gap at any wave number where the latter is smallest. -/
theorem minGap_eq_directGap {M B A k : ℝ}
    (h : ∀ q, directGap M B A k ≤ directGap M B A q) :
    minGap M B A = directGap M B A k := by
  refine le_antisymm (ciInf_le ⟨directGap M B A k, ?_⟩ k) (le_ciInf h)
  rintro _ ⟨q, rfl⟩
  exact h q

/-- If `A² ≥ 2BM`, the minimum gap is `2|M|`. -/
theorem minGap_of_le {M B A : ℝ} (h : 2 * B * M ≤ A ^ 2) : minGap M B A = 2 * |M| := by
  rw [minGap_eq_directGap ((min_at_zero_iff M B A).2 h)]
  unfold directGap bandEnergy
  have e : (M - B * 0 ^ 2) ^ 2 + (A * 0) ^ 2 = M ^ 2 := by ring
  rw [e, Real.sqrt_sq_eq_abs]
  ring

/-- If `A ≥ 0`, `B > 0` and `A² < 2BM`, the minimum gap is `A √(4BM - A²) / B`. -/
theorem minGap_of_lt {M B A : ℝ} (hA : 0 ≤ A) (hB : 0 < B) (h : A ^ 2 < 2 * B * M) :
    minGap M B A = A * √(4 * B * M - A ^ 2) / B := by
  obtain ⟨k₀, -, hk₀, -⟩ := complete_square h
  have hmin := (min_away_from_zero_iff h k₀).2
    (by rw [eq_div_iff (by positivity)]; linarith)
  have hs : √(4 * B * M - A ^ 2) ^ 2 = 4 * B * M - A ^ 2 :=
    Real.sq_sqrt (by nlinarith [sq_nonneg A])
  -- the squared band energy at the minimum
  have hr : (M - B * k₀ ^ 2) ^ 2 + (A * k₀) ^ 2 =
      (A * √(4 * B * M - A ^ 2) / (2 * B)) ^ 2 := by
    rw [div_pow, eq_div_iff (by positivity)]
    linear_combination (2 * B ^ 2 * k₀ ^ 2 - (2 * B * M - A ^ 2)) * hk₀ - A ^ 2 * hs
  rw [minGap_eq_directGap hmin]
  unfold directGap bandEnergy
  rw [hr, Real.sqrt_sq (by positivity)]
  ring

/-- If `A > 0` and `B > 0`, the minimum gap strictly increases with `M` on `M ≥ 0`. -/
theorem minGap_strictMonoOn {B A : ℝ} (hA : 0 < A) (hB : 0 < B) :
    StrictMonoOn (fun M => minGap M B A) (Set.Ici 0) := by
  intro M₁ h1 M₂ h2 h12
  rw [Set.mem_Ici] at h1 h2
  change minGap M₁ B A < minGap M₂ B A
  have hBM : B * M₁ < B * M₂ := mul_lt_mul_of_pos_left h12 hB
  rcases le_or_gt (2 * B * M₂) (A ^ 2) with c2 | c2
  · -- both minima at `k = 0`
    have c1 : 2 * B * M₁ ≤ A ^ 2 := by linarith
    rw [minGap_of_le c1, minGap_of_le c2, abs_of_nonneg h1, abs_of_nonneg h2]
    linarith
  · rw [minGap_of_lt hA.le hB c2]
    rcases le_or_gt (2 * B * M₁) (A ^ 2) with c1 | c1
    · -- the minimum moves away from `k = 0` between `M₁` and `M₂`
      rw [minGap_of_le c1, abs_of_nonneg h1, lt_div_iff₀ hB]
      have hs : A < √(4 * B * M₂ - A ^ 2) := Real.lt_sqrt_of_sq_lt (by linarith)
      nlinarith [mul_lt_mul_of_pos_left hs hA]
    · -- both minima away from `k = 0`
      rw [minGap_of_lt hA.le hB c1]
      have hs : √(4 * B * M₁ - A ^ 2) < √(4 * B * M₂ - A ^ 2) :=
        Real.sqrt_lt_sqrt (by nlinarith [sq_nonneg A]) (by linarith)
      exact div_lt_div_of_pos_right (mul_lt_mul_of_pos_left hs hA) hB

/-- If `B ≥ 0`, the minimum gap strictly decreases with `M` on `M ≤ 0`. -/
theorem minGap_strictAntiOn {B : ℝ} (A : ℝ) (hB : 0 ≤ B) :
    StrictAntiOn (fun M => minGap M B A) (Set.Iic 0) := by
  intro M₁ h1 M₂ h2 h12
  rw [Set.mem_Iic] at h1 h2
  change minGap M₂ B A < minGap M₁ B A
  have c : ∀ M : ℝ, M ≤ 0 → 2 * B * M ≤ A ^ 2 := fun M hM => by
    nlinarith [mul_nonneg hB (neg_nonneg.2 hM), sq_nonneg A]
  rw [minGap_of_le (c M₁ h1), minGap_of_le (c M₂ h2), abs_of_nonpos h1, abs_of_nonpos h2]
  linarith

end

end InvertedBandGap
```

```lean
#print axioms InvertedBandGap.eigenvalue_iff
#print axioms InvertedBandGap.minGap_strictMonoOn
#print axioms InvertedBandGap.minGap_strictAntiOn
```

```
'InvertedBandGap.eigenvalue_iff' depends on axioms: [propext, Classical.choice, Quot.sound]
'InvertedBandGap.minGap_strictMonoOn' depends on axioms: [propext, Classical.choice, Quot.sound]
'InvertedBandGap.minGap_strictAntiOn' depends on axioms: [propext, Classical.choice, Quot.sound]
```

### What the theorems say

`hamiltonian` is the real 2×2 matrix above, and `eigenvalue_iff` shows that its eigenvalues are exactly `bandEnergy` and its negative. `directGap` is their difference, and `minGap` is its infimum over all real \(k\).

`min_at_zero_iff` holds for all real parameters. `min_away_from_zero_iff` characterises every minimiser when \(A^2<2BM\). The gap values are in `minGap_of_le` and `minGap_of_lt`; the latter assumes \(A\ge0\) and \(B>0\).

`minGap_strictMonoOn` gives the increase on \(M\ge0\) for \(A,B>0\). Hybridisation is essential here: at \(A=0\) the inverted bands cross and the gap is zero. `minGap_strictAntiOn` gives the decrease on \(M\le0\).

In this non-interacting model, with \(A\) and \(B\) fixed, a correction from the GW approximation to the electron self-energy, if represented by lowering \(M\) alone, therefore widens a normal gap but shrinks an inverted one, as long as \(M\) stays non-negative in the inverted case. The self-energy itself is not modelled, and \(k\) runs over the whole line and not a Brillouin zone.

### How the proof follows the algebra

- `eigenvalue_iff` turns the existence of a nonzero eigenvector into a vanishing determinant, then expands it.
- `directGap_le_iff` removes the square roots by monotonicity.
- `complete_square` constructs \(k_0\) as a positive square root; `linear_combination` verifies the identity from the equation for \(k_0^2\).
- `min_at_zero_iff` uses that identity at \(q=0\) to rule out a minimum at zero when \(A^2<2BM\). In `min_away_from_zero_iff`, comparing any minimiser with \(k_0\) forces the square to vanish.
- `minGap_eq_directGap` identifies the infimum with the attained minimum, so the closed forms follow by evaluation.
- `minGap_strictMonoOn` splits into the three cases above: both minima at zero, one at zero, neither at zero.

### Direct or indirect gap

The gap could also have been defined as the indirect one, the lowest upper-band energy minus the highest lower-band energy. Because the bands are mirror images, its value here would be the same. The choice can matter after adding a term \(-Dk^2\) times the identity: this leaves every direct gap unchanged but can alter the indirect gap.
